# For real symmetric positive definite A, the matrix A − uuᵀ is positive definite exactly when uᵀA⁻¹u < 1

Subtracting uuᵀ from a real symmetric positive definite matrix A leaves a positive definite matrix if and only if uᵀA⁻¹u < 1. I meet this with model Hessians in geometry optimisation: A has positive curvature in every direction, I remove a rank-one term, and I want to know whether the result still describes a minimum. The criterion needs only one linear solve with A. Can it be derived in full, and is there a machine-checked proof?

## One weighted inequality settles the question

Yes to both. Write

D = A − uuᵀ, w = A⁻¹u, s = uᵀA⁻¹u = uᵀw.

Since Aw = u, we also have s = wᵀAw. The derivation begins with a Cauchy-Schwarz inequality in which A supplies the metric:

(uᵀx)² ≤ s (xᵀAx).

For x = 0 both sides vanish. For x ≠ 0, set q = xᵀAx, which is positive, and b = uᵀx. The symmetry of A gives wᵀAx = (Aw)ᵀx = b. Now evaluate the A-form on the vector y = qw − bx:

yᵀAy = q² wᵀAw − 2qb wᵀAx + b² xᵀAx
= q²s − 2qb² + b²q
= q(qs − b²).

The left side is nonnegative and q is positive, so b² ≤ sq, which is the inequality.

**If s < 1, then D is positive definite.** For every x,

xᵀDx = xᵀAx − (uᵀx)² ≥ (1 − s) xᵀAx.

When s < 1 and x ≠ 0, the right side is positive. D is also symmetric, being a difference of symmetric matrices.

**If D is positive definite, then s < 1.** The vector to test is w, because

Dw = Aw − (uᵀw)u = (1 − s)u,
wᵀDw = s(1 − s).

If w = 0, then s = 0 and there is nothing left to show. If w ≠ 0, positive definiteness gives s(1 − s) > 0, which forces 0 < s < 1.

The same two computations with weak inequalities show that D is positive semidefinite if and only if s ≤ 1.

**The inverse when s ≠ 1.** Because A⁻¹ is symmetric, uᵀA⁻¹ = wᵀ, and therefore DA⁻¹ = I − uwᵀ. Then

D (A⁻¹ + wwᵀ/(1 − s)) = I − uwᵀ + (Dw)wᵀ/(1 − s)
= I − uwᵀ + uwᵀ
= I.

For square matrices a right inverse is the inverse, so this is the Sherman-Morrison formula for the downdate. It holds for s > 1 as well, where D is invertible but no longer positive definite.

## The criterion in Lean

```lean
import Mathlib

open Matrix

namespace RankOneDowndate

noncomputable section

variable {n : Type*} [Fintype n] [DecidableEq n]

/-- The rank-one downdate `A - u uᵀ` of a matrix `A` by a vector `u`. -/
def downdate (A : Matrix n n ℝ) (u : n → ℝ) : Matrix n n ℝ :=
  A - vecMulVec u u

/-- The number `uᵀ A⁻¹ u`, with `A⁻¹` the matrix inverse as defined in Mathlib. -/
def leverage (A : Matrix n n ℝ) (u : n → ℝ) : ℝ :=
  u ⬝ᵥ A⁻¹ *ᵥ u

/-- For positive definite `A`, the vector `A⁻¹ u` solves the linear system `A w = u`. -/
theorem mulVec_solve {A : Matrix n n ℝ} (hA : A.PosDef) (u : n → ℝ) :
    A *ᵥ (A⁻¹ *ᵥ u) = u := by
  have h : IsUnit A.det := hA.det_pos.ne'.isUnit
  rw [mulVec_mulVec, mul_nonsing_inv _ h, one_mulVec]

omit [DecidableEq n] in
/-- The bilinear form `xᵀ A y` of a real symmetric matrix is symmetric in `x` and `y`. -/
theorem form_symm {A : Matrix n n ℝ} (hA : A.IsHermitian) (x y : n → ℝ) :
    x ⬝ᵥ A *ᵥ y = y ⬝ᵥ A *ᵥ x := by
  have hT : Aᵀ = A := by
    rw [← conjTranspose_eq_transpose_of_trivial]
    exact hA.eq
  rw [dotProduct_mulVec, ← mulVec_transpose, hT, dotProduct_comm]

/-- The `A`-weighted Cauchy-Schwarz inequality for positive definite `A`: `(uᵀ x)² ≤ (uᵀ A⁻¹ u) (xᵀ
A x)`. -/
theorem weighted_cauchy_schwarz {A : Matrix n n ℝ} (hA : A.PosDef) (u x : n → ℝ) :
    (u ⬝ᵥ x) ^ 2 ≤ leverage A u * (x ⬝ᵥ A *ᵥ x) := by
  by_cases hx : x = 0
  · simp [hx]
  have hq := hA.dotProduct_mulVec_pos hx
  rw [star_trivial] at hq
  have hw := mulVec_solve hA u
  have hwx : (A⁻¹ *ᵥ u) ⬝ᵥ A *ᵥ x = u ⬝ᵥ x := by
    rw [form_symm hA.isHermitian, hw, dotProduct_comm]
  have hwu : (A⁻¹ *ᵥ u) ⬝ᵥ u = leverage A u := dotProduct_comm _ _
  -- nonnegativity of the form on the combination (xᵀ A x) A⁻¹ u - (uᵀ x) x
  have h := hA.posSemidef.dotProduct_mulVec_nonneg
    ((x ⬝ᵥ A *ᵥ x) • (A⁻¹ *ᵥ u) - (u ⬝ᵥ x) • x)
  rw [star_trivial] at h
  simp only [mulVec_sub, mulVec_smul, sub_dotProduct, dotProduct_sub, smul_dotProduct,
    dotProduct_smul, smul_eq_mul, hw, hwx, hwu, dotProduct_comm x u] at h
  have h' : 0 ≤ (x ⬝ᵥ A *ᵥ x) * (leverage A u * (x ⬝ᵥ A *ᵥ x) - (u ⬝ᵥ x) ^ 2) := by
    linarith
  exact sub_nonneg.mp (nonneg_of_mul_nonneg_right h' hq)

omit [DecidableEq n] in
/-- The downdated matrix acts on a vector as `(A - u uᵀ) x = A x - (uᵀ x) u`. -/
theorem downdate_mulVec (A : Matrix n n ℝ) (u x : n → ℝ) :
    downdate A u *ᵥ x = A *ᵥ x - (u ⬝ᵥ x) • u := by
  have h : vecMulVec u u *ᵥ x = (u ⬝ᵥ x) • u := by
    ext i
    simp only [mulVec, dotProduct, vecMulVec_apply, Pi.smul_apply, smul_eq_mul,
      Finset.sum_mul]
    exact Finset.sum_congr rfl fun j _ => by ring
  rw [downdate, sub_mulVec, h]

/-- For positive definite `A`, the downdated matrix sends `A⁻¹ u` to `(1 - uᵀ A⁻¹ u) u`. -/
theorem downdate_mulVec_solve {A : Matrix n n ℝ} (hA : A.PosDef) (u : n → ℝ) :
    downdate A u *ᵥ (A⁻¹ *ᵥ u) = (1 - leverage A u) • u := by
  rw [downdate_mulVec, mulVec_solve hA, sub_smul, one_smul, leverage]

/-- For positive definite `A`, the quadratic form of the downdated matrix is at least `1 - uᵀ A⁻¹ u`
times that of `A`. -/
theorem downdate_form_lower_bound {A : Matrix n n ℝ} (hA : A.PosDef) (u x : n → ℝ) :
    (1 - leverage A u) * (x ⬝ᵥ A *ᵥ x) ≤ x ⬝ᵥ downdate A u *ᵥ x := by
  have h := weighted_cauchy_schwarz hA u x
  rw [downdate_mulVec, dotProduct_sub, dotProduct_smul, smul_eq_mul, dotProduct_comm x u]
  linarith

omit [Fintype n] [DecidableEq n] in
/-- Downdating a real symmetric matrix by `u uᵀ` leaves it symmetric. -/
theorem downdate_isHermitian {A : Matrix n n ℝ} (hA : A.IsHermitian) (u : n → ℝ) :
    (downdate A u).IsHermitian := by
  change (A - vecMulVec u u)ᴴ = A - vecMulVec u u
  rw [conjTranspose_sub, hA.eq]
  congr 1
  ext i j
  simp [vecMulVec_apply, mul_comm]

/-- For symmetric positive definite `A`, the downdated matrix `A - u uᵀ` is positive
definite if and only if `uᵀ A⁻¹ u < 1`. -/
theorem downdate_posDef_iff {A : Matrix n n ℝ} (hA : A.PosDef) (u : n → ℝ) :
    (downdate A u).PosDef ↔ leverage A u < 1 := by
  constructor
  · intro hD
    by_cases hw : A⁻¹ *ᵥ u = 0
    · simp [leverage, hw]
    -- test the form on A⁻¹ u, where its value is s (1 - s)
    have h := hD.dotProduct_mulVec_pos hw
    rw [star_trivial, downdate_mulVec_solve hA, dotProduct_smul, smul_eq_mul,
      dotProduct_comm] at h
    change 0 < (1 - leverage A u) * leverage A u at h
    by_contra hs
    nlinarith [not_lt.mp hs]
  · intro hs
    refine posDef_iff_dotProduct_mulVec.mpr ⟨downdate_isHermitian hA.isHermitian u, ?_⟩
    intro x hx
    have hq := hA.dotProduct_mulVec_pos hx
    rw [star_trivial] at hq ⊢
    exact lt_of_lt_of_le (mul_pos (sub_pos.mpr hs) hq) (downdate_form_lower_bound hA u x)

/-- For symmetric positive definite `A`, the downdated matrix `A - u uᵀ` is positive
semidefinite if and only if `uᵀ A⁻¹ u ≤ 1`. -/
theorem downdate_posSemidef_iff {A : Matrix n n ℝ} (hA : A.PosDef) (u : n → ℝ) :
    (downdate A u).PosSemidef ↔ leverage A u ≤ 1 := by
  constructor
  · intro hD
    have h := hD.dotProduct_mulVec_nonneg (A⁻¹ *ᵥ u)
    rw [star_trivial, downdate_mulVec_solve hA, dotProduct_smul, smul_eq_mul,
      dotProduct_comm] at h
    change 0 ≤ (1 - leverage A u) * leverage A u at h
    by_contra hs
    nlinarith [not_le.mp hs]
  · intro hs
    refine posSemidef_iff_dotProduct_mulVec.mpr
      ⟨downdate_isHermitian hA.isHermitian u, ?_⟩
    intro x
    have hq := hA.posSemidef.dotProduct_mulVec_nonneg x
    rw [star_trivial] at hq ⊢
    exact le_trans (mul_nonneg (sub_nonneg.mpr hs) hq) (downdate_form_lower_bound hA u x)

/-- The Sherman-Morrison formula for the downdate: if `A` is positive definite and `uᵀ A⁻¹ u ≠ 1`,
the inverse of `A - u uᵀ` is `A⁻¹ + w wᵀ / (1 - uᵀ A⁻¹ u)` with `w = A⁻¹ u`. -/
theorem downdate_inv {A : Matrix n n ℝ} (hA : A.PosDef) (u : n → ℝ)
    (hs : leverage A u ≠ 1) :
    (downdate A u)⁻¹ =
      A⁻¹ + (1 - leverage A u)⁻¹ • vecMulVec (A⁻¹ *ᵥ u) (A⁻¹ *ᵥ u) := by
  have hdet : IsUnit A.det := hA.det_pos.ne'.isUnit
  have hs' : 1 - leverage A u ≠ 0 := sub_ne_zero.mpr hs.symm
  have hT : Aᵀ = A := by
    rw [← conjTranspose_eq_transpose_of_trivial]
    exact hA.isHermitian.eq
  have hv : u ᵥ* A⁻¹ = A⁻¹ *ᵥ u := by
    rw [← mulVec_transpose, transpose_nonsing_inv, hT]
  -- multiplying the downdated matrix by A⁻¹ gives the identity minus one rank-one term
  have h1 : downdate A u * A⁻¹ = 1 - vecMulVec u (A⁻¹ *ᵥ u) := by
    rw [downdate, Matrix.sub_mul, mul_nonsing_inv _ hdet, vecMulVec_mul, hv]
  apply inv_eq_right_inv
  rw [Matrix.mul_add, h1, Matrix.mul_smul, mul_vecMulVec, downdate_mulVec_solve hA,
    smul_vecMulVec, smul_smul, inv_mul_cancel₀ hs', one_smul, sub_add_cancel]

end

end RankOneDowndate
```

```lean
#print axioms RankOneDowndate.downdate_posDef_iff
#print axioms RankOneDowndate.downdate_posSemidef_iff
#print axioms RankOneDowndate.downdate_inv
```

```
'RankOneDowndate.downdate_posDef_iff' depends on axioms: [propext, Classical.choice, Quot.sound]
'RankOneDowndate.downdate_posSemidef_iff' depends on axioms: [propext, Classical.choice, Quot.sound]
'RankOneDowndate.downdate_inv' depends on axioms: [propext, Classical.choice, Quot.sound]
```

## What the theorems say about A and u

The index type `n` is finite and otherwise arbitrary; it labels the coordinates, for instance non-redundant internal coordinates of a molecule in a model Hessian. The matrix `A` and the vector `u` have real entries. `downdate A u` is D, with `vecMulVec u u` as the matrix uuᵀ, and `leverage A u` is the number s. The symbols `*ᵥ` and `⬝ᵥ` are the matrix-vector product and the dot product.

The hypothesis `hA : A.PosDef` contains both symmetry and strict positivity of the quadratic form on nonzero vectors. It is assumed of A, not derived from a physical model; for a Hessian it means that every direction has positive curvature. Since it makes the determinant positive, `A⁻¹` is the true inverse throughout.

`downdate_posDef_iff` is the criterion in the title, for every `u`, including u = 0. `downdate_posSemidef_iff` is its semidefinite version with s ≤ 1. `downdate_inv` gives the inverse under the separate hypothesis `leverage A u ≠ 1`.

The theorems concern exact real arithmetic and a single rank-one subtraction. They say nothing about complex Hermitian matrices, operators on infinite-dimensional spaces, or rounding errors when s is close to 1.

In quasi-Newton optimisation with a real symmetric positive definite model Hessian A, s < 1 guarantees that the Newton step is still a descent direction for any nonzero gradient after one term uuᵀ has been removed.

## How the proof follows the derivation

`mulVec_solve` is the equation Aw = u, and `form_symm` is the symmetry xᵀAy = yᵀAx. Both feed into `weighted_cauchy_schwarz`. There the case x = 0 is split off first, and `hq` records q > 0. The facts `hwx` and `hwu` are wᵀAx = b and wᵀu = s. The hypothesis `h` is the nonnegativity of the form on qw − bx; `simp only` expands it, and `linarith` collects the terms into q(sq − b²) ≥ 0. The last line divides out the positive factor q.

`downdate_mulVec` computes Dx = Ax − (uᵀx)u from the entries of the matrix. Applied to w, it gives Dw = (1 − s)u in `downdate_mulVec_solve`. Combined with the weighted inequality, it gives the bound (1 − s)xᵀAx ≤ xᵀDx in `downdate_form_lower_bound`. The symmetry of D is `downdate_isHermitian`; over the real numbers, Hermitian and symmetric mean the same.

The main theorem has two halves. In the forward half, the case w = 0 is closed by simplification. Otherwise the form of D is evaluated at w, which yields 0 < (1 − s)s, and `nlinarith` shows that this contradicts s ≥ 1. In the reverse half, the product of 1 − s > 0 and xᵀAx > 0 is positive, and the lower bound passes this positivity on to D.

The semidefinite theorem repeats the argument with weak inequalities. It needs no separate case for w = 0, because a semidefinite form may be evaluated at any vector.

In `downdate_inv`, `hv` is uᵀA⁻¹ = wᵀ and `h1` is DA⁻¹ = I − uwᵀ. The lemma `inv_eq_right_inv` reduces the claim to the product computed above, and the final rewrite cancels the two rank-one terms.

## One dimension and the boundary s = 1

In one dimension A is a positive number a and u is a real number. The criterion then reads

a − u² > 0 if and only if u²/a < 1,

which is just division by a. In higher dimensions, s takes over the role of u²/a.

At s = 1 the vector w is nonzero, since w = 0 would give s = 0, and Dw = 0. The downdated matrix is then positive semidefinite but singular, with w as a direction of zero curvature. The BFGS update of a positive definite Hessian model B passes through this boundary. For a step d ≠ 0 it subtracts Bd(Bd)ᵀ/(dᵀBd), which corresponds to u = Bd/√(dᵀBd), and so

uᵀB⁻¹u = dᵀBd/(dᵀBd) = 1.

The subtraction alone removes all curvature along d, and the other term of the update has to restore it if the updated model is to be positive definite.

## Stating the criterion through a linear solve

The number s could also have been defined without an inverse matrix: take a vector w together with the hypothesis Aw = u, and set s = uᵀw. The criterion would then apply directly to the exact solution of a linear system, and `mulVec_solve` would become an assumption. The price is an extra vector and an extra hypothesis in each statement that involves s, and the Sherman-Morrison formula would still need A⁻¹. With `leverage` defined through `A⁻¹`, the criterion depends on A and u alone.
